# A homogeneous polynomial potential in the Fock–Schwinger gauge is determined by its field strength

## Potentials as polynomials

The vector potential is modelled here as a list of polynomials, not as a list of smooth functions. Its components \(A_0,\dots,A_{n-1}\) are real polynomials in the coordinates \(x_0,\dots,x_{n-1}\), and \(\partial_j\) is the formal derivative with respect to \(x_j\). Every identity in the derivation and in the Lean file is then an identity of polynomials, with no questions of domain or differentiability.

Each component is also taken to be homogeneous of one common degree \(d\), where the zero polynomial counts as homogeneous of every degree. Physically, this selects a single order in the Taylor expansion of a potential about the origin. Degree one gives a uniform field, and degree two gives a field that varies linearly with position.

## The radial gauge condition

The abelian field strength is

\[
F_{jk}=\partial_j A_k-\partial_k A_j .
\]

It is unchanged when a gradient is added to \(A\), so in general it does not determine \(A\). The Fock–Schwinger, or radial, gauge restricts this freedom by requiring

\[
R:=\sum_j x_jA_j=0 .
\]

The potential then has no component along the ray from the origin to the point considered. The condition depends on the choice of origin.

For a homogeneous potential of degree \(d\) in this gauge, the field strength returns the potential by multiplication and summation alone:

\[
A_k=\frac{1}{d+1}\sum_j x_jF_{jk}.
\]

For \(d=1\) in the plane this covers the symmetric gauge, which is commonly used in quantum mechanics for a charged particle in a uniform magnetic field.

## Contracting the field with the position

The derivation starts without any gauge condition. Euler's identity for the homogeneous polynomial \(A_k\) is

\[
\sum_j x_j\partial_jA_k=d\,A_k .
\]

The product rule gives the gradient of \(R\):

\[
\partial_kR=\sum_j(\partial_kx_j)A_j+\sum_jx_j\partial_kA_j
=A_k+\sum_jx_j\partial_kA_j .
\]

Inserting both into the contraction of \(F\) with the position yields

\[
\sum_jx_jF_{jk}
=\sum_jx_j\partial_jA_k-\sum_jx_j\partial_kA_j
=dA_k-(\partial_kR-A_k)
=(d+1)A_k-\partial_kR .
\]

If \(R=0\), the last term vanishes and the claim follows. Division by \(d+1\) gives the reconstruction formula. Two radial potentials of the same degree with the same field strength are therefore equal.

The converse also holds. Suppose \(\sum_jx_jF_{jk}=(d+1)A_k\) for every \(k\). Multiplying by \(x_k\) and summing over \(k\) gives

\[
(d+1)R=\sum_{j,k}x_kx_jF_{jk}=0,
\]

because \(x_kx_j\) is symmetric in its indices and \(F_{jk}\) is antisymmetric. Since \(d+1\neq0\), it follows that \(R=0\).

## Moving any homogeneous potential into the radial gauge

Now let \(A\) be homogeneous of degree \(d\) but in any gauge, and define

\[
A'_k=\frac1{d+1}\sum_jx_jF_{jk}
=A_k-\frac1{d+1}\partial_kR .
\]

This potential is radial, because \(\sum_kx_kA'_k\) is the double contraction above divided by \(d+1\). Its field strength is

\[
F'_{jk}=F_{jk}-\frac1{d+1}
\left(\partial_j\partial_kR-\partial_k\partial_jR\right)=F_{jk},
\]

since mixed derivatives commute. The same formula thus recovers a radial potential and carries out the gauge transformation for one that is not radial.

In the plane, with a real constant \(b\) for the strength of a uniform magnetic field normal to it, take \(A=(-bx_1/2,\;bx_0/2)\). Then \(R=-bx_0x_1/2+bx_1x_0/2=0\), and \(F_{01}=b/2+b/2=b\). The contraction gives \(x_1F_{10}=-bx_1=2A_0\) and \(x_0F_{01}=bx_0=2A_1\), with the expected factor \(d+1=2\).

## How the Lean statements read

`Potential n` is a function from the index type `Fin n` to real polynomials in `n` variables. The coordinate \(x_j\) is `X j`, a constant \(c\) is `C c`, and \(\partial_j\) is `pderiv j`. The definitions `fieldStrength` and `radialPart` are \(F_{jk}\) and \(R\), while `reconstruct` applies the contraction and the factor \(1/(d+1)\) to a given array of field components.

The hypothesis `hA` says that every component is homogeneous of degree `d`. The theorem `radial_gauge_iff` says that, under this hypothesis, the radial gauge condition is equivalent to the contraction identity for all `k`. The theorems `reconstruct_fieldStrength` and `radial_gauge_unique` state recovery and uniqueness, and `gauge_fixing` treats a homogeneous potential in any gauge.

The convention for \(F\) has the derivative index first, and charge and units are absorbed into \(A\). None of the statements covers non-abelian fields, and the four theorems just described do not cover potentials that mix several degrees. Although `reconstruct` accepts any array `F`, the theorems apply it only to the field strength of a given potential; they do not say which arrays arise from one.

## The Lean file

```lean
import Mathlib

open MvPolynomial

namespace FockSchwingerGauge

noncomputable section

/-- A polynomial vector potential: `n` real polynomials in `n` coordinates. -/
abbrev Potential (n : ℕ) := Fin n → MvPolynomial (Fin n) ℝ

variable {n d : ℕ}

/-- The abelian field strength `F_jk = ∂_j A_k - ∂_k A_j`. -/
def fieldStrength (A : Potential n) (j k : Fin n) : MvPolynomial (Fin n) ℝ :=
  pderiv j (A k) - pderiv k (A j)

/-- The radial component `x · A = ∑_j x_j A_j`; the Fock–Schwinger gauge sets it to zero. -/
def radialPart (A : Potential n) : MvPolynomial (Fin n) ℝ :=
  ∑ j, X j * A j

/-- The potential `(d + 1)⁻¹ ∑_j x_j F_jk` built from a field `F`. -/
def reconstruct (d : ℕ) (F : Fin n → Fin n → MvPolynomial (Fin n) ℝ) : Potential n :=
  fun k => C (((d : ℝ) + 1)⁻¹) * ∑ j, X j * F j k

/-- In any gauge, contracting the field strength of a homogeneous potential with the position
gives `(d + 1) A_k` minus the gradient of the radial component. -/
theorem position_contraction (A : Potential n) (hA : ∀ k, (A k).IsHomogeneous d) (k : Fin n) :
    ∑ j, X j * fieldStrength A j k
      = ((d : MvPolynomial (Fin n) ℝ) + 1) * A k - pderiv k (radialPart A) := by
  -- Euler's identity for the homogeneous component `A k`
  have hE := (hA k).sum_X_mul_pderiv
  -- the product rule for the gradient of `x · A`
  have hR : pderiv k (radialPart A) = A k + ∑ j, X j * pderiv k (A j) := by
    simp only [radialPart, map_sum, Derivation.leibniz, smul_eq_mul, pderiv_X,
      Finset.sum_add_distrib]
    rw [add_comm (A k)]
    congr 1
    simp [Pi.single_apply]
  simp only [fieldStrength, mul_sub, Finset.sum_sub_distrib]
  rw [hE, hR, nsmul_eq_mul]
  ring

/-- Contracting both indices of the field strength with the position gives zero. -/
theorem double_contraction (A : Potential n) :
    ∑ k, X k * ∑ j, X j * fieldStrength A j k = 0 := by
  simp only [fieldStrength, mul_sub, Finset.sum_sub_distrib, Finset.mul_sum]
  rw [sub_eq_zero, Finset.sum_comm]
  exact Finset.sum_congr rfl fun a _ => Finset.sum_congr rfl fun b _ => by ring

/-- A homogeneous potential of degree `d` is in the Fock–Schwinger gauge `x · A = 0` exactly when
`∑_j x_j F_jk = (d + 1) A_k` for every `k`. -/
theorem radial_gauge_iff (A : Potential n) (hA : ∀ k, (A k).IsHomogeneous d) :
    radialPart A = 0 ↔
      ∀ k, ∑ j, X j * fieldStrength A j k = ((d : MvPolynomial (Fin n) ℝ) + 1) * A k := by
  constructor
  · intro h k
    rw [position_contraction A hA k, h, map_zero, sub_zero]
  · intro h
    -- contract once more with the position and use antisymmetry
    have h0 : ((d : MvPolynomial (Fin n) ℝ) + 1) * radialPart A = 0 := by
      rw [← double_contraction A, radialPart, Finset.mul_sum]
      refine Finset.sum_congr rfl fun k _ => ?_
      rw [h k]
      ring
    exact (mul_eq_zero.mp h0).resolve_left (Nat.cast_add_one_ne_zero d)

/-- The constant polynomial `(d + 1)⁻¹` inverts `d + 1`. -/
lemma inv_degree_mul (n d : ℕ) :
    (C (((d : ℝ) + 1)⁻¹) : MvPolynomial (Fin n) ℝ) * ((d : MvPolynomial (Fin n) ℝ) + 1) = 1 := by
  have h : (d : MvPolynomial (Fin n) ℝ) + 1 = C ((d : ℝ) + 1) := by simp
  rw [h, ← C_mul, inv_mul_cancel₀ (Nat.cast_add_one_ne_zero d), C_1]

/-- In the Fock–Schwinger gauge a homogeneous potential of degree `d` is recovered from its field
strength as `A_k = (d + 1)⁻¹ ∑_j x_j F_jk`. -/
theorem reconstruct_fieldStrength (A : Potential n) (hA : ∀ k, (A k).IsHomogeneous d)
    (hr : radialPart A = 0) : reconstruct d (fieldStrength A) = A := by
  funext k
  show C (((d : ℝ) + 1)⁻¹) * ∑ j, X j * fieldStrength A j k = A k
  rw [(radial_gauge_iff A hA).mp hr k]
  linear_combination A k * inv_degree_mul n d

/-- Two homogeneous potentials of the same degree in the Fock–Schwinger gauge with equal field
strengths are equal. -/
theorem radial_gauge_unique (A B : Potential n) (hA : ∀ k, (A k).IsHomogeneous d)
    (hB : ∀ k, (B k).IsHomogeneous d) (hrA : radialPart A = 0) (hrB : radialPart B = 0)
    (hF : fieldStrength A = fieldStrength B) : A = B := by
  rw [← reconstruct_fieldStrength A hA hrA, hF, reconstruct_fieldStrength B hB hrB]

/-- Mixed second derivatives of a polynomial commute. -/
lemma mixed_pderiv_comm (i j : Fin n) (p : MvPolynomial (Fin n) ℝ) :
    pderiv i (pderiv j p) = pderiv j (pderiv i p) := by
  -- the commutator is a derivation that vanishes on every coordinate
  have h : ⁅(pderiv i : Derivation ℝ (MvPolynomial (Fin n) ℝ) (MvPolynomial (Fin n) ℝ)),
      (pderiv j : Derivation ℝ (MvPolynomial (Fin n) ℝ) (MvPolynomial (Fin n) ℝ))⁆ = 0 := by
    apply MvPolynomial.derivation_ext
    intro k
    simp only [Derivation.commutator_apply, pderiv_X, Pi.single_apply]
    split_ifs <;> simp
  have hp := DFunLike.congr_fun h p
  simpa [Derivation.commutator_apply, sub_eq_zero] using hp

/-- Gauge fixing: for a homogeneous potential in any gauge, the potential reconstructed from its
field strength is in the Fock–Schwinger gauge and has the same field strength. -/
theorem gauge_fixing (A : Potential n) (hA : ∀ k, (A k).IsHomogeneous d) :
    radialPart (reconstruct d (fieldStrength A)) = 0 ∧
      fieldStrength (reconstruct d (fieldStrength A)) = fieldStrength A := by
  constructor
  · have h : radialPart (reconstruct d (fieldStrength A))
        = C (((d : ℝ) + 1)⁻¹) * ∑ k, X k * ∑ j, X j * fieldStrength A j k := by
      unfold radialPart
      rw [Finset.mul_sum]
      refine Finset.sum_congr rfl fun k _ => ?_
      simp only [reconstruct]
      ring
    rw [h, double_contraction, mul_zero]
  · -- the reconstructed potential differs from `A` by a gradient
    have hk : ∀ k, reconstruct d (fieldStrength A) k
        = A k - C (((d : ℝ) + 1)⁻¹) * pderiv k (radialPart A) := by
      intro k
      show C (((d : ℝ) + 1)⁻¹) * ∑ j, X j * fieldStrength A j k = _
      rw [position_contraction A hA k]
      linear_combination A k * inv_degree_mul n d
    funext j k
    show pderiv j (reconstruct d (fieldStrength A) k)
      - pderiv k (reconstruct d (fieldStrength A) j) = pderiv j (A k) - pderiv k (A j)
    rw [hk k, hk j]
    simp only [map_sub, pderiv_C_mul]
    rw [mixed_pderiv_comm j k]
    ring

/-- The symmetric-gauge potential `(-b y / 2, b x / 2)` in the plane. -/
def symmetricGauge (b : ℝ) : Potential 2 :=
  ![C (-(b / 2)) * X 1, C (b / 2) * X 0]

/-- The symmetric-gauge potential is homogeneous of degree one, has no radial component, and has
the uniform field strength `F_01 = b`. -/
theorem symmetricGauge_witness (b : ℝ) :
    (∀ k, (symmetricGauge b k).IsHomogeneous 1) ∧ radialPart (symmetricGauge b) = 0 ∧
      fieldStrength (symmetricGauge b) 0 1 = C b := by
  refine ⟨?_, ?_, ?_⟩
  · intro k
    fin_cases k
    · exact isHomogeneous_C_mul_X (-(b / 2)) 1
    · exact isHomogeneous_C_mul_X (b / 2) 0
  · simp only [radialPart, symmetricGauge, Fin.sum_univ_two, Matrix.cons_val_zero,
      Matrix.cons_val_one, map_neg]
    ring
  · show pderiv 0 (C (b / 2) * X 0) - pderiv 1 (C (-(b / 2)) * X 1) = C b
    rw [pderiv_C_mul, pderiv_C_mul, pderiv_X_self, pderiv_X_self, mul_one, mul_one, ← map_sub]
    exact congrArg C (by ring)

end

end FockSchwingerGauge
```

```lean
#print axioms FockSchwingerGauge.reconstruct_fieldStrength
#print axioms FockSchwingerGauge.radial_gauge_unique
#print axioms FockSchwingerGauge.gauge_fixing
```

```
'FockSchwingerGauge.reconstruct_fieldStrength' depends on axioms: [propext, Classical.choice, Quot.sound]
'FockSchwingerGauge.radial_gauge_unique' depends on axioms: [propext, Classical.choice, Quot.sound]
'FockSchwingerGauge.gauge_fixing' depends on axioms: [propext, Classical.choice, Quot.sound]
```

## From the contraction identity to gauge fixing

`position_contraction` is the central calculation. Inside it, `hE` is Euler's identity and `hR` is the product rule for \(\partial_kR\). The derivative of a coordinate is one or zero, and simplification with `Pi.single_apply` reduces the corresponding sum to \(A_k\). After both identities are substituted, `ring` collects the terms.

`double_contraction` expresses the antisymmetry argument as an equality of two double sums. `Finset.sum_comm` exchanges the order of summation in one of them, after which the summands agree term by term. This lemma needs no homogeneity.

In `radial_gauge_iff`, the forward direction sets the gradient term to zero. The reverse direction derives \((d+1)R=0\) and cancels the nonzero factor, which is allowed because a product of real polynomials vanishes only if one factor does.

`inv_degree_mul` shows that the constant polynomial \(1/(d+1)\) is the inverse of \(d+1\). With it, `reconstruct_fieldStrength` turns the contraction identity into the explicit formula. `radial_gauge_unique` then rewrites `A` as the reconstruction from its field strength, replaces that field strength by the one of `B`, and recovers `B`.

`mixed_pderiv_comm` considers the commutator of two partial derivatives. This commutator is itself a derivation, and it vanishes on every coordinate; `MvPolynomial.derivation_ext` concludes that it vanishes on every polynomial. The second half of `gauge_fixing` uses this after `hk` has written the reconstructed potential as \(A\) minus a gradient. The first half follows from `double_contraction`.

Finally, `symmetricGauge_witness` checks the planar example: degree one, zero radial part and field strength \(F_{01}=b\). For \(b\neq0\) it is an instance of the hypotheses with a nonzero field.

## Euler's identity in Mathlib

The derivation turns on `(hA k).sum_X_mul_pderiv`, which converts a statement about degrees into a differential identity. The operator \(x_j\partial_j\) multiplies a monomial by its exponent in \(x_j\), so the sum over \(j\) multiplies it by its total degree. In a homogeneous polynomial this number is the same for all monomials and can be taken out as the common factor \(d\).

Mathlib states the right-hand side as the natural-number multiple `d • A k`. The rewrite `nsmul_eq_mul` turns it into an ordinary product of polynomials, the form used on the right-hand side of `position_contraction`, and `ring` then combines it with the further \(A_k\) from the product rule. That further term is why the factor is \(d+1\) and not \(d\).

## The same gauge for smooth potentials

A model with smooth functions on \(\mathbb R^n\) would remove the restriction to a single degree. In the radial gauge, the reconstruction then becomes an integral along the ray from the origin:

\[
A_k(x)=\int_0^1 t\sum_jx_jF_{jk}(tx)\,dt .
\]

For a homogeneous polynomial potential of degree \(d\), the integrand is \(t^d\sum_jx_jF_{jk}(x)\), and the integral supplies the factor \(1/(d+1)\). The usual proof of the smooth gauge-fixing statement differentiates under the integral sign, where the polynomial model uses only algebra.
